# The Bloch block of a resonantly driven qubit damped only by spontaneous emission at rate $g>0$ is not diagonalisable at Rabi frequency $g/4$

Decay adds a constant term to the Bloch equations of a qubit, so a matrix alone does not describe the motion of the Bloch components. The choice made here is to start from the Lindblad generator, split off the constant term, and call the remaining linear part, restricted to the $y$ and $z$ components, the Bloch block. The block is then computed from the generator and not postulated.

## A driven qubit that decays

Let the first basis vector be the excited state and the second the ground state. The qubit is driven on resonance at Rabi frequency $\Omega$ and decays to the ground state at rate $g$. In the rotating frame and the rotating-wave approximation, with $\hbar=1$, the generator acts on a matrix $\rho$ as

$$
\mathcal L(\rho)=-i\left[\tfrac{\Omega}{2}\sigma_x,\rho\right]+g\left(\sigma_-\rho\,\sigma_-^\dagger-\tfrac12\{\sigma_-^\dagger\sigma_-,\rho\}\right),
$$

where $\sigma_-$ takes the excited state to the ground state. The rate $g$ stands for spontaneous emission into an environment without memory and without thermal excitation.

Label the entries of $\rho$ by $0$ and $1$. The two Bloch components needed are

$$
y=\operatorname{tr}(\sigma_y\rho)=i(\rho_{01}-\rho_{10}),\qquad z=\operatorname{tr}(\sigma_z\rho)=\rho_{00}-\rho_{11}.
$$

Multiplying out the two parts of the generator gives

$$
-i\left[\tfrac{\Omega}{2}\sigma_x,\rho\right]=\frac{\Omega}{2}\begin{pmatrix}y&iz\\-iz&-y\end{pmatrix},\qquad
g\begin{pmatrix}-\rho_{00}&-\rho_{01}/2\\-\rho_{10}/2&\rho_{00}\end{pmatrix}
$$

for the drive and the decay respectively. The drive contributes $-\Omega z$ to the $y$ component and $\Omega y$ to the $z$ component. The decay contributes $-gy/2$ and $-2g\rho_{00}=-g(z+\operatorname{tr}\rho)$. With $\dot\rho=\mathcal L(\rho)$ this reads

$$
\begin{pmatrix}\dot y\\\dot z\end{pmatrix}=B\begin{pmatrix}y\\z\end{pmatrix}-\begin{pmatrix}0\\g\operatorname{tr}\rho\end{pmatrix},\qquad
B=\begin{pmatrix}-g/2&-\Omega\\\Omega&-g\end{pmatrix}.
$$

The constant term cancels in the difference of two solutions with equal trace, and that difference evolves with $\exp(tB)$.

## What is stated

Write $M$ for $B$ at $\Omega=g/4$. The theorem `exceptional_point` says that, for $g>0$, $M$ is not diagonalisable over the complex numbers, and that for every real $t$

$$
\exp(tM)=e^{-3gt/4}\left(1+t\left(M+\tfrac{3g}{4}1\right)\right).
$$

The Lean objects correspond to the physics as follows.

- `Mat` is the type of complex $2\times2$ matrices. In `lindblad g Ω ρ` the matrix `ρ` is arbitrary; it need not be Hermitian, positive or of trace one.
- `blochYZ ρ` is the pair $(y,z)$, and `blochBlock g Ω` is $B$. The matrix $M$ appears as `blochBlock g (g / 4)`.
- `IsDiagonalisable A` says that there are a matrix $P$ with nonzero determinant and numbers $d_0,d_1$ with $AP=P\,\mathrm{diag}(d_0,d_1)$. The columns of $P$ are then eigenvectors, which need not be orthogonal.
- `NormedSpace.exp` is the matrix exponential, and the real time `t` is read as a complex number where it multiplies a matrix.

The companion theorem `diagonalisable_iff` treats every real $\Omega$: for $g>0$, $B$ is diagonalisable exactly when $\Omega^2\neq(g/4)^2$. The condition $g>0$ matters, since at $g=\Omega=0$ the block is zero and therefore diagonal. The exponential formula, stated separately as `exp_blochBlock`, needs no condition on $g$.

The model has no detuning, pure dephasing or thermal excitation. Time enters only through the exponential: `bloch_equations` gives the action of the generator, and the master equation itself is not solved. The $x$ component is left out; on resonance it decouples from $y$ and $z$.

For this single-qubit model without memory, a simulation that builds the propagator of the block from its eigenvectors has no complete set of them at $|\Omega|=g/4$, while the closed form at $\Omega=g/4$ supplies values against which a numerical matrix exponential can be compared.

## The shifted block squares to a number

The trace of $B$ is $-3g/2$, so adding $3g/4$ times the identity removes it:

$$
N=B+\tfrac{3g}{4}1=\begin{pmatrix}g/4&-\Omega\\\Omega&-g/4\end{pmatrix},\qquad
N^2=\left(\tfrac{g^2}{16}-\Omega^2\right)1.
$$

The off-diagonal entries of $N^2$ cancel, and both diagonal entries equal $g^2/16-\Omega^2$.

Suppose first that $\Omega^2=g^2/16$, so that $N^2=0$. If $BP=PD$ with $P$ invertible and $D$ diagonal, then $NP=PE$ with $E=D+\tfrac{3g}{4}1$. Hence $PE^2=N^2P=0$, so $E^2=0$. A diagonal matrix whose square vanishes is zero, so $NP=0$ and $N=0$. But $N_{00}=g/4\neq0$, a contradiction.

Suppose now that $\Omega^2\neq g^2/16$. Choose a complex $s$ with $s^2=g^2/16-\Omega^2$. Then $s\neq0$, and since $g\neq0$ the sign can be chosen so that $s\neq-g/4$. The vectors

$$
\begin{pmatrix}g/4+s\\\Omega\end{pmatrix},\qquad\begin{pmatrix}\Omega\\g/4+s\end{pmatrix}
$$

satisfy $Nv=sv$ and $Nv=-sv$ respectively, so they belong to the eigenvalues $-3g/4+s$ and $-3g/4-s$ of $B$. Division by $\sqrt{|g/4+s|^2+\Omega^2}$ normalises either one. The matrix with these columns has determinant

$$
\left(\tfrac g4+s\right)^2-\Omega^2=2s\left(s+\tfrac g4\right)\neq0,
$$

so $B$ is diagonalisable. The choice of sign matters at $\Omega=0$, where $s=-g/4$ would make both vectors zero.

## The exponential at $\Omega=g/4$

Here $N^2=0$, so every term of the series for $\exp(tN)$ from the quadratic one onwards vanishes, and $\exp(tN)=1+tN$. Since $tM=-\tfrac{3gt}{4}1+tN$ and the identity commutes with $N$, the exponential factorises:

$$
\exp(tM)=e^{-3gt/4}(1+tN)=e^{-3gt/4}\begin{pmatrix}1+gt/4&-gt/4\\gt/4&1-gt/4\end{pmatrix}.
$$

## Approaching $\Omega=g/4$

For $|\Omega|\neq g/4$, $N^2=s^21$ with $s\neq0$, and sorting the series into even and odd powers gives

$$
\exp(tB)=e^{-3gt/4}\left(\cosh(st)\,1+\frac{\sinh(st)}{s}N\right).
$$

For $|\Omega|<g/4$ the number $s$ is real and there are two decay rates; for $|\Omega|>g/4$ it is imaginary and the decay is oscillatory. As $\Omega\to g/4$, $s\to0$, $\cosh(st)\to1$ and $\sinh(st)/s\to t$, which recovers the factor linear in time. The file contains neither the formula for $|\Omega|\neq g/4$ nor this limit.

## The Lean file

```lean
import Mathlib

open Matrix

namespace DecayingQubitExceptionalPoint

noncomputable section

/-- Complex two-by-two matrices, the operators on a qubit. -/
abbrev Mat := Matrix (Fin 2) (Fin 2) ℂ

/-- The Pauli matrix `σx`. -/
def σx : Mat := !![0, 1; 1, 0]

/-- The Pauli matrix `σy`. -/
def σy : Mat := !![0, -Complex.I; Complex.I, 0]

/-- The Pauli matrix `σz`; the first basis vector is the excited state. -/
def σz : Mat := !![1, 0; 0, -1]

/-- The lowering operator, which takes the excited state to the ground state. -/
def lowering : Mat := !![0, 0; 1, 0]

/-- The Lindblad generator of a qubit with Hamiltonian `(Ω/2) σx` and decay at rate `g`. -/
def lindblad (g Ω : ℝ) (ρ : Mat) : Mat :=
  (-Complex.I) • (((Ω / 2 : ℂ) • σx) * ρ - ρ * ((Ω / 2 : ℂ) • σx)) +
    (g : ℂ) • (lowering * ρ * loweringᴴ -
      (1 / 2 : ℂ) • (loweringᴴ * lowering * ρ + ρ * (loweringᴴ * lowering)))

/-- The Bloch components `tr(σy ρ)` and `tr(σz ρ)`. -/
def blochYZ (ρ : Mat) : Fin 2 → ℂ := ![(σy * ρ).trace, (σz * ρ).trace]

/-- The Bloch block for decay rate `g` and Rabi frequency `Ω`. -/
def blochBlock (g Ω : ℝ) : Mat := !![-(g : ℂ) / 2, -(Ω : ℂ); (Ω : ℂ), -(g : ℂ)]

/-- A matrix is diagonalisable over the complex numbers if an invertible matrix `P`
brings it to diagonal form. -/
def IsDiagonalisable (A : Mat) : Prop :=
  ∃ (P : Mat) (d : Fin 2 → ℂ), P.det ≠ 0 ∧ A * P = P * diagonal d

/-- The Lindblad generator acts on the `y` and `z` Bloch components through the Bloch block,
together with a constant pull `-g tr ρ` on the `z` component. -/
theorem bloch_equations (g Ω : ℝ) (ρ : Mat) :
    blochYZ (lindblad g Ω ρ) =
      blochBlock g Ω *ᵥ blochYZ ρ - ![0, (g : ℂ) * ρ.trace] := by
  -- the equation of motion of the `y` component
  have hy : (σy * lindblad g Ω ρ).trace =
      -(Ω : ℂ) * (σz * ρ).trace - (g : ℂ) / 2 * (σy * ρ).trace := by
    simp only [lindblad, Matrix.trace_fin_two, Matrix.mul_apply, Fin.sum_univ_two,
      Matrix.add_apply, Matrix.sub_apply, Matrix.smul_apply, Matrix.conjTranspose_apply,
      smul_eq_mul]
    simp [σx, σy, σz, lowering]
    linear_combination (Ω : ℂ) * (ρ 0 0 - ρ 1 1) * Complex.I_sq
  -- the equation of motion of the `z` component
  have hz : (σz * lindblad g Ω ρ).trace =
      (Ω : ℂ) * (σy * ρ).trace - (g : ℂ) * (σz * ρ).trace - (g : ℂ) * ρ.trace := by
    simp only [lindblad, Matrix.trace_fin_two, Matrix.mul_apply, Fin.sum_univ_two,
      Matrix.add_apply, Matrix.sub_apply, Matrix.smul_apply, Matrix.conjTranspose_apply,
      smul_eq_mul]
    simp [σx, σy, σz, lowering]
    ring
  ext i
  fin_cases i <;>
    simp [blochYZ, blochBlock, hy, hz] <;> ring

/-- The Bloch block, shifted by `3g/4`, squares to the number `g²/16 - Ω²`. -/
theorem shifted_sq (g Ω : ℝ) :
    (blochBlock g Ω + (3 * g / 4 : ℂ) • (1 : Mat)) *
      (blochBlock g Ω + (3 * g / 4 : ℂ) • (1 : Mat)) =
      ((g : ℂ) ^ 2 / 16 - (Ω : ℂ) ^ 2) • (1 : Mat) := by
  ext i j
  fin_cases i <;> fin_cases j <;>
    simp [blochBlock, Matrix.mul_apply, Fin.sum_univ_two] <;> ring

/-- If a diagonalisable matrix, shifted by a number, squares to zero, then the shifted
matrix is itself zero. -/
theorem shift_eq_zero {A : Mat} (hA : IsDiagonalisable A) (c : ℂ)
    (hsq : (A + c • (1 : Mat)) * (A + c • (1 : Mat)) = 0) : A + c • (1 : Mat) = 0 := by
  obtain ⟨P, d, hP, h⟩ := hA
  have hU : IsUnit P := (Matrix.isUnit_iff_isUnit_det P).2 hP.isUnit
  -- the shifted matrix is diagonal in the same basis
  have hNP : (A + c • (1 : Mat)) * P = P * diagonal (fun i => d i + c) := by
    rw [Matrix.add_mul, h]
    ext i j
    simp [Matrix.mul_diagonal]
    ring
  have hEE : diagonal (fun i => d i + c) * diagonal (fun i => d i + c) = (0 : Mat) := by
    apply hU.mul_left_cancel
    rw [← mul_assoc, ← hNP, mul_assoc, ← hNP, ← mul_assoc, hsq, zero_mul, mul_zero]
  -- so each shifted eigenvalue vanishes
  have he : ∀ i, d i + c = 0 := by
    intro i
    have hi := congrFun (congrFun hEE i) i
    rw [Matrix.diagonal_mul_diagonal, Matrix.diagonal_apply_eq] at hi
    exact mul_self_eq_zero.mp hi
  have hE : (fun i => d i + c) = fun _ => (0 : ℂ) := funext he
  apply hU.mul_right_cancel
  rw [hNP, hE, Matrix.diagonal_zero, mul_zero, zero_mul]

/-- For a positive decay rate `g`, the Bloch block is diagonalisable over the complex numbers
exactly when the Rabi frequency differs from `g/4` in magnitude. -/
theorem diagonalisable_iff {g : ℝ} (hg : 0 < g) (Ω : ℝ) :
    IsDiagonalisable (blochBlock g Ω) ↔ Ω ^ 2 ≠ (g / 4) ^ 2 := by
  have hg' : (g : ℂ) ≠ 0 := by exact_mod_cast hg.ne'
  constructor
  · intro hD hΩ
    have hΩ' : (Ω : ℂ) ^ 2 = ((g : ℂ) / 4) ^ 2 := by exact_mod_cast hΩ
    have hz : (g : ℂ) ^ 2 / 16 - (Ω : ℂ) ^ 2 = 0 := by rw [hΩ']; ring
    have hN := shift_eq_zero hD (3 * g / 4 : ℂ) (by rw [shifted_sq, hz, zero_smul])
    have h00 : -(g : ℂ) / 2 + 3 * g / 4 = 0 := by
      simpa [blochBlock] using congrFun (congrFun hN 0) 0
    exact hg' (by linear_combination 4 * h00)
  · intro hΩ
    -- a square root `s` of `g²/16 - Ω²`, with the sign chosen so that `s ≠ -g/4`
    obtain ⟨s, hs, hsg⟩ : ∃ s : ℂ, s ^ 2 = (g : ℂ) ^ 2 / 16 - (Ω : ℂ) ^ 2 ∧
        s + g / 4 ≠ 0 := by
      obtain ⟨r, hr⟩ := IsAlgClosed.exists_pow_nat_eq
        ((g : ℂ) ^ 2 / 16 - (Ω : ℂ) ^ 2) (n := 2) (by norm_num)
      by_cases h : r + g / 4 = 0
      · exact ⟨-r, by rw [neg_sq, hr], fun h' => hg' (by linear_combination 2 * h + 2 * h')⟩
      · exact ⟨r, hr, h⟩
    have hs0 : s ≠ 0 := by
      rintro rfl
      have h : (Ω : ℂ) ^ 2 = ((g : ℂ) / 4) ^ 2 := by linear_combination hs
      exact hΩ (by exact_mod_cast h)
    -- the columns of `P` are the two eigenvectors
    refine ⟨!![(g : ℂ) / 4 + s, (Ω : ℂ); (Ω : ℂ), (g : ℂ) / 4 + s],
      ![-3 * (g : ℂ) / 4 + s, -3 * (g : ℂ) / 4 - s], ?_, ?_⟩
    · have hdet : (!![(g : ℂ) / 4 + s, (Ω : ℂ); (Ω : ℂ), (g : ℂ) / 4 + s]).det =
          2 * s * (s + g / 4) := by
        rw [Matrix.det_fin_two_of]
        linear_combination -hs
      rw [hdet]
      exact mul_ne_zero (mul_ne_zero two_ne_zero hs0) hsg
    · ext i j
      fin_cases i <;> fin_cases j <;>
        simp [blochBlock, Matrix.mul_apply, Fin.sum_univ_two, Matrix.diagonal_apply]
      · linear_combination -hs
      · ring
      · ring
      · linear_combination hs

/-- If `N` squares to zero, the exponential of `c + N` is `exp(c) (1 + N)`. -/
theorem exp_scalar_add (c : ℂ) (N : Mat) (h : N * N = 0) :
    NormedSpace.exp (c • (1 : Mat) + N) = Complex.exp c • (1 + N) := by
  have hc : NormedSpace.exp (c • (1 : Mat)) = Complex.exp c • (1 : Mat) := by
    rw [Complex.exp_eq_exp_ℂ, NormedSpace.exp_eq_tsum (𝕂 := ℂ),
      NormedSpace.exp_eq_tsum (𝕂 := ℂ)]
    beta_reduce
    rw [← (NormedSpace.expSeries_summable' (𝕂 := ℂ) c).tsum_smul_const]
    refine tsum_congr fun n => ?_
    rw [smul_pow, one_pow, smul_assoc]
  -- the exponential series of `N` stops after the linear term
  have hN : NormedSpace.exp N = 1 + N := by
    rw [NormedSpace.exp_eq_tsum (𝕂 := ℂ)]
    beta_reduce
    rw [tsum_eq_sum (s := Finset.range 2)]
    · simp [Finset.sum_range_succ]
    · intro n hn
      have h2 : 2 ≤ n := by
        rw [Finset.mem_range] at hn
        omega
      obtain ⟨k, rfl⟩ := Nat.exists_eq_add_of_le h2
      rw [pow_add, pow_two, h, zero_mul, smul_zero]
  rw [Matrix.exp_add_of_commute _ _ ((Commute.one_left N).smul_left c), hc, hN,
    smul_mul_assoc, one_mul]

/-- At Rabi frequency `g/4` the propagator of the Bloch block is `exp(-3gt/4)` times a polynomial of
degree at most one in the time `t`. -/
theorem exp_blochBlock (g t : ℝ) :
    NormedSpace.exp ((t : ℂ) • blochBlock g (g / 4)) =
      Complex.exp (-3 * g * t / 4) •
        (1 + (t : ℂ) • (blochBlock g (g / 4) + (3 * g / 4 : ℂ) • (1 : Mat))) := by
  have hz : (g : ℂ) ^ 2 / 16 - ((g / 4 : ℝ) : ℂ) ^ 2 = 0 := by
    push_cast
    ring
  have hsplit : (t : ℂ) • blochBlock g (g / 4) = (-3 * g * t / 4 : ℂ) • (1 : Mat) +
      (t : ℂ) • (blochBlock g (g / 4) + (3 * g / 4 : ℂ) • (1 : Mat)) := by
    module
  rw [hsplit]
  apply exp_scalar_add
  rw [smul_mul_assoc, mul_smul_comm, shifted_sq, hz, zero_smul, smul_zero, smul_zero]

/-- For a qubit with decay rate `g > 0` driven at Rabi frequency `g/4`, the Bloch block `M` is
not diagonalisable over the complex numbers, and
`exp(tM) = exp(-3gt/4) (1 + t (M + 3g/4))` for every real time `t`. -/
theorem exceptional_point {g : ℝ} (hg : 0 < g) :
    ¬ IsDiagonalisable (blochBlock g (g / 4)) ∧
    ∀ t : ℝ, NormedSpace.exp ((t : ℂ) • blochBlock g (g / 4)) =
      Complex.exp (-3 * g * t / 4) •
        (1 + (t : ℂ) • (blochBlock g (g / 4) + (3 * g / 4 : ℂ) • (1 : Mat))) :=
  ⟨fun h => (diagonalisable_iff hg (g / 4)).1 h rfl, exp_blochBlock g⟩

/-- The propagator at Rabi frequency `g/4`, written out entry by entry. -/
theorem propagator_entries (g t : ℝ) :
    NormedSpace.exp ((t : ℂ) • blochBlock g (g / 4)) =
      Complex.exp (-3 * g * t / 4) •
        !![1 + (g : ℂ) * t / 4, -((g : ℂ) * t / 4); (g : ℂ) * t / 4, 1 - (g : ℂ) * t / 4] := by
  rw [exp_blochBlock]
  congr 1
  ext i j
  fin_cases i <;> fin_cases j <;> simp [blochBlock] <;> ring

end

end DecayingQubitExceptionalPoint
```

```lean
#print axioms DecayingQubitExceptionalPoint.bloch_equations
#print axioms DecayingQubitExceptionalPoint.exceptional_point
#print axioms DecayingQubitExceptionalPoint.propagator_entries
```

```
'DecayingQubitExceptionalPoint.bloch_equations' depends on axioms: [propext, Classical.choice, Quot.sound]
'DecayingQubitExceptionalPoint.exceptional_point' depends on axioms: [propext, Classical.choice, Quot.sound]
'DecayingQubitExceptionalPoint.propagator_entries' depends on axioms: [propext, Classical.choice, Quot.sound]
```

## From the generator to the block in Lean

`bloch_equations` treats the two components separately, as `hy` and `hz`. In each, `simp` writes the traces and matrix products in terms of the entries of `ρ`. For $y$, the remaining identity needs $i^2=-1$, which `linear_combination` supplies through `Complex.I_sq`; for $z$, `ring` is enough. The theorem `shifted_sq` checks the four entries of $N^2$ in the same way.

## Diagonalisability in Lean

`shift_eq_zero` is the argument with $P$ and $E$, for any `Mat` and any complex shift. The step `hNP` is $NP=PE$. The step `hEE` obtains $E^2=0$ by cancelling $P$ on the left, and `he` reads off that each shifted eigenvalue is zero. Cancelling $P$ on the right then gives $N=0$.

In `diagonalisable_iff`, the forward direction applies this lemma and compares the entry with indices $0,0$. For the converse, `IsAlgClosed.exists_pow_nat_eq` provides a square root, and a case distinction changes its sign if it equals $-g/4$. The proof then supplies the eigenvector matrix and the two eigenvalues, checks the determinant `2 * s * (s + g / 4)`, and verifies the eigenvalue equation entry by entry, using the equation for $s^2$ where it is needed.

## The exponential in Lean

`exp_scalar_add` proves $\exp(c1+N)=e^c(1+N)$ whenever $N^2=0$. Its first part compares the series for $\exp(c1)$ with the scalar series. Its second part uses `tsum_eq_sum` to reduce the series for $\exp(N)$ to the terms of order $0$ and $1$, because every higher power contains $N^2$. `Matrix.exp_add_of_commute` then splits the exponential of the sum.

`exp_blochBlock` writes $tM$ as a multiple of the identity plus $tN$ and applies this lemma, with `shifted_sq` showing that $(tN)^2=0$. The theorem `exceptional_point` joins the result to `diagonalisable_iff` at $\Omega=g/4$, and `propagator_entries` multiplies out the matrix.
